# A square-root lower bound on the states near the minimum of a smooth one-dimensional band

## Band, momentum cell and state length

Let k be the crystal momentum of an electron in a one-dimensional crystal, measured in units of the inverse lattice constant, and let E(k) be the energy of one band, with E(k + 2π) = E(k). Write E₀ for the minimum of the band and L(ε) for the total length of the momenta k in [0, 2π] with E(k) ≤ ε. For non-interacting electrons, L(ε)/(2π) is the number of states up to energy ε, per unit cell and per spin.

How many states lie within a small energy d of the band bottom? If E is twice continuously differentiable, there is a constant c > 0, depending on the band but not on d, such that

L(E₀ + d) ≥ c√d for 0 < d ≤ 1.

The number 1 refers to whatever energy unit has been chosen.

A finite ring of N cells has discrete momenta with spacing 2π/N. Passing from their count to the length L is the limit of large N, which is assumed here.

## The band lies below a parabola

Let k₀ be a momentum with E(k₀) = E₀, so that E'(k₀) = 0, and let M be an upper bound for E''. For M > 0, a parabola of curvature M is the kinetic energy of a free particle of mass ħ²/(Ma²), where a is the lattice constant. Define

g(k) = M(k − k₀)²/2 − E(k), g'(k) = M(k − k₀) − E'(k).

Since g'' = M − E'' ≥ 0, the slope g' is nondecreasing. It vanishes at k₀, so it is ≤ 0 to the left and ≥ 0 to the right. By the mean value theorem there is a ξ between k₀ and k with

g(k) − g(k₀) = g'(ξ)(k − k₀) ≥ 0,

because the two factors never have opposite signs. Hence

E(k) ≤ E₀ + M(k − k₀)²/2.

At k = k₀ + 2π the left side is E₀, which gives M ≥ 0.

## From the parabola to √d

Take 0 ≤ r ≤ π with Mr²/2 ≤ d. Every k in (k₀ − r, k₀ + r] then has E(k) ≤ E₀ + d, and this interval fits into the cell (k₀ − π, k₀ + π]. By periodicity every cell of length 2π contains the same length of allowed momenta, so

L(E₀ + d) ≥ 2r.

E'' is continuous and periodic, hence bounded, and M can be chosen with M ≥ 1. Put r = √d/M. Then r ≤ 1 < π and Mr²/2 = d/(2M) ≤ d, so the bound holds with c = 2/M. This constant is convenient, not sharp.

Dividing by d gives

L(E₀ + d)/d ≥ c/√d → ∞ as d → 0⁺.

This is the Van Hove singularity in averaged form: it concerns the mean density of states over a window that starts at the edge. The familiar inverse square-root profile of the density at each single energy near the edge is a stronger statement, and it needs E'' > 0 wherever the minimum is attained. In a density-of-states histogram for a smooth one-dimensional band of non-interacting electrons, the height of the bin that starts at E₀, meaning its number of states divided by its width, therefore grows without limit as the bin is narrowed, provided that the momentum mesh is refined fast enough.

## The tight-binding band shows that the power is optimal

For E(k) = −2 cos k, with energies in units of the hopping amplitude, the minimum is −2. For |k| ≤ π, the inequality sin x ≥ 2x/π on [0, π/2] gives

cos k = 1 − 2 sin²(|k|/2) ≤ 1 − 2k²/π².

If −2 cos k ≤ −2 + d, then 4k²/π² ≤ d, so |k| ≤ (π/2)√d and L(−2 + d) ≤ π√d. No power of d below 1/2 can therefore serve in a lower bound for all smooth bands.

## Reading the Lean statements

`stateLength E ε` is L(ε), with `volume.real` the Lebesgue length as a real number. In `band_edge`, `ContDiff ℝ 2 E` is the smoothness, `Function.Periodic E (2 * π)` the periodicity, and `IsLeast (range E) E₀` says that E₀ is attained and is a lower bound. The condition `d ∈ Ioc (0 : ℝ) 1` means 0 < d ≤ 1. A constant band is allowed.

In `mean_density_diverges`, `𝓝[>] 0` is the approach d → 0 from above and `atTop` is divergence to +∞. The theorem `two_mul_le_stateLength` is the bound 2r with an explicit M.

Continuity of the band alone would not suffice: |sin(k/2)| has a kink at its minimum, and its state length there is only of order d.

```lean
import Mathlib

open MeasureTheory Set Filter Topology
open scoped Real

namespace BandEdgeVanHove

/-- The length of the set of crystal momenta in the cell `[0, 2π]` whose band energy is
at most `ε`. -/
noncomputable def stateLength (E : ℝ → ℝ) (ε : ℝ) : ℝ :=
  volume.real ({k | E k ≤ ε} ∩ Icc 0 (2 * π))

/-- The slope of a twice continuously differentiable band is continuously differentiable. -/
theorem contDiff_slope {E : ℝ → ℝ} (hE : ContDiff ℝ 2 E) : ContDiff ℝ 1 (deriv E) := by
  have h : ContDiff ℝ (1 + 1) E := by
    rw [one_add_one_eq_two]
    exact hE
  exact (contDiff_succ_iff_deriv.1 h).2.2

/-- The derivative of a periodic function has the same period. -/
theorem periodic_deriv {f : ℝ → ℝ} {T : ℝ} (hf : Function.Periodic f T) :
    Function.Periodic (deriv f) T := by
  intro x
  have h : (fun y => f (y + T)) = f := funext hf
  have h1 := deriv_comp_add_const f T x
  rw [h] at h1
  exact h1.symm

/-- A twice continuously differentiable band whose curvature is at most `M` everywhere lies
below the parabola of curvature `M` that touches it at a stationary point `k₀`. -/
theorem band_le_parabola {E : ℝ → ℝ} {M k₀ : ℝ} (hE : ContDiff ℝ 2 E)
    (h0 : deriv E k₀ = 0) (hM : ∀ k, deriv (deriv E) k ≤ M) (k : ℝ) :
    E k ≤ E k₀ + M / 2 * (k - k₀) ^ 2 := by
  have hd : Differentiable ℝ E := hE.differentiable (by norm_num)
  have hd1 : Differentiable ℝ (deriv E) := (contDiff_slope hE).differentiable (by norm_num)
  -- the slope of (parabola - band) is monotone and vanishes at k₀
  have hh : ∀ x, HasDerivAt (fun x => M * (x - k₀) - deriv E x)
      (M - deriv (deriv E) x) x := fun x =>
    ((((hasDerivAt_id' x).sub_const k₀).const_mul M).fun_sub
      (hd1 x).hasDerivAt).congr_deriv (by ring)
  have hmono : Monotone (fun x => M * (x - k₀) - deriv E x) :=
    monotone_of_deriv_nonneg (fun x => (hh x).differentiableAt)
      (fun x => by rw [(hh x).deriv]; linarith [hM x])
  have hg : ∀ x, HasDerivAt (fun x => M / 2 * ((x - k₀) * (x - k₀)) - E x)
      (M * (x - k₀) - deriv E x) x := fun x =>
    (((((hasDerivAt_id' x).sub_const k₀).fun_mul
      ((hasDerivAt_id' x).sub_const k₀)).const_mul (M / 2)).fun_sub
      (hd x).hasDerivAt).congr_deriv (by ring)
  -- the mean value theorem on either side of k₀
  rcases lt_trichotomy k k₀ with h | h | h
  · obtain ⟨c, hc, he⟩ := exists_hasDerivAt_eq_slope _ _ h
      (fun x _ => (hg x).continuousAt.continuousWithinAt) (fun x _ => hg x)
    rw [eq_div_iff (sub_pos.2 h).ne'] at he
    have h1 : M * (c - k₀) - deriv E c ≤ 0 := by
      have h2 := hmono hc.2.le
      simpa [h0] using h2
    nlinarith [mul_nonneg (neg_nonneg.2 h1) (sub_pos.2 h).le]
  · subst h
    simp
  · obtain ⟨c, hc, he⟩ := exists_hasDerivAt_eq_slope _ _ h
      (fun x _ => (hg x).continuousAt.continuousWithinAt) (fun x _ => hg x)
    rw [eq_div_iff (sub_pos.2 h).ne'] at he
    have h1 : 0 ≤ M * (c - k₀) - deriv E c := by
      have h2 := hmono hc.1.le
      simpa [h0] using h2
    nlinarith [mul_nonneg h1 (sub_pos.2 h).le]

/-- For a continuous band of period `2π`, every momentum cell of length `2π` contains the
same length of momenta with energy at most `ε`. -/
theorem length_in_cell {E : ℝ → ℝ} (hE : Continuous E)
    (hp : Function.Periodic E (2 * π)) (ε a : ℝ) :
    volume.real ({k | E k ≤ ε} ∩ Ioc a (a + 2 * π)) = stateLength E ε := by
  have hS : MeasurableSet {k | E k ≤ ε} := (isClosed_le hE continuous_const).measurableSet
  have hper : Function.Periodic (indicator {k | E k ≤ ε} (fun _ => (1 : ℝ))) (2 * π) := by
    intro k
    simp only [indicator, mem_ofPred_eq, hp k]
  -- the length is the integral of a periodic indicator function
  have key : ∀ b : ℝ, ∫ k in b..(b + 2 * π), indicator {k | E k ≤ ε} (fun _ => (1 : ℝ)) k
      = volume.real ({k | E k ≤ ε} ∩ Ioc b (b + 2 * π)) := by
    intro b
    rw [intervalIntegral.integral_of_le (by linarith [Real.pi_pos]),
      integral_indicator_const _ hS, measureReal_restrict_apply hS, smul_eq_mul, mul_one]
  rw [← key a, hper.intervalIntegral_add_eq a 0, key 0, zero_add]
  exact measureReal_congr (ae_eq_set_inter (EventuallyEq.refl _ _) Ioc_ae_eq_Icc)

/-- Let a twice continuously differentiable band of period `2π` have minimum `E₀` and curvature at
most `M`. If `0 ≤ r ≤ π` and the parabola energy `M r² / 2` is at most `d`, then momenta in
`[0, 2π]` of total length at least `2 r` have energy at most `E₀ + d`. -/
theorem two_mul_le_stateLength {E : ℝ → ℝ} {E₀ M r d : ℝ} (hE : ContDiff ℝ 2 E)
    (hp : Function.Periodic E (2 * π)) (hmin : IsLeast (range E) E₀)
    (hM : ∀ k, deriv (deriv E) k ≤ M) (hr : 0 ≤ r) (hrπ : r ≤ π)
    (hd : M / 2 * r ^ 2 ≤ d) : 2 * r ≤ stateLength E (E₀ + d) := by
  obtain ⟨⟨k₀, rfl⟩, hlow⟩ := hmin
  have hloc : IsLocalMin E k₀ := Eventually.of_forall fun k => hlow (mem_range_self k)
  have hpar := band_le_parabola hE hloc.deriv_eq_zero hM
  -- a periodic band cannot be bent downwards everywhere
  have hM0 : 0 ≤ M := by
    have h := hpar (k₀ + 2 * π)
    rw [hp k₀] at h
    by_contra hneg
    nlinarith [mul_pos (neg_pos.2 (not_le.1 hneg)) (pow_pos Real.pi_pos 2)]
  -- centre the cell at the minimum
  rw [← length_in_cell hE.continuous hp _ (k₀ - π)]
  have hsub : Ioc (k₀ - r) (k₀ + r) ⊆
      {k | E k ≤ E k₀ + d} ∩ Ioc (k₀ - π) (k₀ - π + 2 * π) := by
    intro k hk
    refine ⟨?_, by linarith [hk.1], by linarith [hk.2]⟩
    have hsq : (k - k₀) ^ 2 ≤ r ^ 2 := by nlinarith [hk.1, hk.2]
    have h2 := mul_le_mul_of_nonneg_left hsq (by linarith : 0 ≤ M / 2)
    show E k ≤ E k₀ + d
    linarith [hpar k]
  have hfin : volume ({k | E k ≤ E k₀ + d} ∩ Ioc (k₀ - π) (k₀ - π + 2 * π)) ≠ ⊤ :=
    ((measure_mono inter_subset_right).trans_lt measure_Ioc_lt_top).ne
  have h := measureReal_mono hsub hfin
  rw [Real.volume_real_Ioc_of_le (by linarith)] at h
  linarith

/-- One-dimensional band edge: for a twice continuously differentiable band of period `2π` with
minimum `E₀`, the momenta in `[0, 2π]` with energy at most `E₀ + d` have length at least `c √d`,
with one constant `c > 0` for all `0 < d ≤ 1`. -/
theorem band_edge {E : ℝ → ℝ} {E₀ : ℝ} (hE : ContDiff ℝ 2 E)
    (hp : Function.Periodic E (2 * π)) (hmin : IsLeast (range E) E₀) :
    ∃ c > 0, ∀ d ∈ Ioc (0 : ℝ) 1, c * √d ≤ stateLength E (E₀ + d) := by
  -- the curvature is continuous and periodic, hence bounded
  have hcont : Continuous (deriv (deriv E)) :=
    (contDiff_slope hE).continuous_deriv (by norm_num)
  obtain ⟨C, hC⟩ := (isCompact_Icc (a := (0 : ℝ)) (b := 2 * π)).exists_bound_of_continuousOn
    hcont.continuousOn
  have hM : ∀ k, deriv (deriv E) k ≤ max C 1 := by
    intro k
    obtain ⟨y, hy, hky⟩ :=
      (periodic_deriv (periodic_deriv hp)).exists_mem_Ico₀ Real.two_pi_pos k
    rw [hky]
    exact ((le_abs_self _).trans (hC y ⟨hy.1, hy.2.le⟩)).trans (le_max_left _ _)
  have hM1 : 1 ≤ max C 1 := le_max_right _ _
  generalize max C 1 = M at hM hM1
  have hMpos : 0 < M := by linarith
  have hinv : M⁻¹ ≤ 1 := inv_le_one_of_one_le₀ hM1
  have hinv0 : 0 < M⁻¹ := inv_pos.2 hMpos
  refine ⟨2 * M⁻¹, by positivity, fun d hd => ?_⟩
  have hs : √d ≤ 1 := Real.sqrt_le_one.2 hd.2
  have hs0 : 0 ≤ √d := Real.sqrt_nonneg d
  rw [mul_assoc]
  -- half-width r = √d / M
  refine two_mul_le_stateLength hE hp hmin hM (by positivity) ?_ ?_
  · nlinarith [Real.pi_gt_three, mul_le_mul hinv hs hs0 zero_le_one]
  · have h : M / 2 * (M⁻¹ * √d) ^ 2 = M⁻¹ * d / 2 := by
      rw [mul_pow, Real.sq_sqrt hd.1.le]
      field_simp
    rw [h]
    nlinarith [mul_le_mul_of_nonneg_right hinv hd.1.le, hd.1]

/-- Van Hove singularity in averaged form: for a twice continuously differentiable band of period
`2π` with minimum `E₀`, the length of momenta in `[0, 2π]` per unit energy in the window from `E₀`
to `E₀ + d` grows without bound as `d` decreases to zero. -/
theorem mean_density_diverges {E : ℝ → ℝ} {E₀ : ℝ} (hE : ContDiff ℝ 2 E)
    (hp : Function.Periodic E (2 * π)) (hmin : IsLeast (range E) E₀) :
    Tendsto (fun d => stateLength E (E₀ + d) / d) (𝓝[>] 0) atTop := by
  obtain ⟨c, hc, h⟩ := band_edge hE hp hmin
  have hsqrt : Tendsto (fun d : ℝ => √d) (𝓝[>] 0) (𝓝[>] 0) := by
    refine tendsto_nhdsWithin_iff.2
      ⟨(Real.continuous_sqrt.tendsto' 0 0 Real.sqrt_zero).mono_left nhdsWithin_le_nhds, ?_⟩
    filter_upwards [self_mem_nhdsWithin] with d hd
    exact Real.sqrt_pos.2 hd
  -- compare with c / √d
  refine tendsto_atTop_mono' _ ?_ ((tendsto_inv_nhdsGT_zero.comp hsqrt).const_mul_atTop hc)
  filter_upwards [Ioc_mem_nhdsGT (zero_lt_one' ℝ)] with d hd
  have hs : 0 < √d := Real.sqrt_pos.2 hd.1
  rw [le_div_iff₀ hd.1]
  calc c * (√d)⁻¹ * d = c * (√d)⁻¹ * (√d * √d) := by rw [Real.mul_self_sqrt hd.1.le]
    _ = c * √d := by field_simp
    _ ≤ _ := h d hd

/-- For the tight-binding band `-2 cos k` the momenta in `[0, 2π]` with energy within `d ≥ 0` of
`-2` have length at most `π √d`. -/
theorem tight_binding_upper {d : ℝ} (hd : 0 ≤ d) :
    stateLength (fun k => -2 * Real.cos k) (-2 + d) ≤ π * √d := by
  have hp : Function.Periodic (fun k => -2 * Real.cos k) (2 * π) := fun k => by
    simp only [Real.cos_add_two_pi]
  rw [← length_in_cell (by fun_prop) hp _ (-π)]
  have hw : 0 ≤ π / 2 * √d := by positivity
  have hsub : {k | -2 * Real.cos k ≤ -2 + d} ∩ Ioc (-π) (-π + 2 * π) ⊆
      Icc (-(π / 2 * √d)) (π / 2 * √d) := by
    rintro k ⟨hk, hk1, hk2⟩
    have hk' : -2 * Real.cos k ≤ -2 + d := hk
    -- the cosine lies below a parabola on the whole cell
    have hcos : Real.cos k ≤ 1 - 2 / π ^ 2 * k ^ 2 := by
      have habs : |k| ≤ π := abs_le.2 ⟨hk1.le, by linarith⟩
      have hj := Real.mul_le_sin (x := |k| / 2) (by positivity) (by linarith)
      have hsq := pow_le_pow_left₀ (by positivity) hj 2
      have e1 : (2 / π * (|k| / 2)) ^ 2 = k ^ 2 / π ^ 2 := by
        rw [← sq_abs k]
        ring
      have e2 : Real.cos k = 1 - 2 * Real.sin (|k| / 2) ^ 2 := by
        have h := Real.cos_two_mul (|k| / 2)
        have h2 : 2 * (|k| / 2) = |k| := by ring
        rw [h2, Real.cos_abs] at h
        linarith [Real.sin_sq_add_cos_sq (|k| / 2)]
      have e3 : 2 / π ^ 2 * k ^ 2 = 2 * (k ^ 2 / π ^ 2) := by ring
      rw [e1] at hsq
      rw [e2, e3]
      linarith
    have h1 : 4 / π ^ 2 * k ^ 2 ≤ d := by
      have h2 : 4 / π ^ 2 * k ^ 2 = 2 * (2 / π ^ 2 * k ^ 2) := by ring
      linarith
    have h3 : k ^ 2 ≤ (π / 2 * √d) ^ 2 := by
      rw [mul_pow, Real.sq_sqrt hd]
      calc k ^ 2 = (π * π⁻¹) ^ 2 * k ^ 2 := by
            rw [mul_inv_cancel₀ Real.pi_ne_zero, one_pow, one_mul]
        _ = (π / 2) ^ 2 * (4 / π ^ 2 * k ^ 2) := by ring
        _ ≤ (π / 2) ^ 2 * d := by gcongr
    exact abs_le.1 (abs_le_of_sq_le_sq h3 hw)
  have h := measureReal_mono hsub (measure_Icc_lt_top (μ := volume)).ne
  rw [Real.volume_real_Icc_of_le (by linarith)] at h
  linarith

end BandEdgeVanHove
```

```lean
#print axioms BandEdgeVanHove.band_edge
#print axioms BandEdgeVanHove.mean_density_diverges
#print axioms BandEdgeVanHove.tight_binding_upper
```

```
'BandEdgeVanHove.band_edge' depends on axioms: [propext, Classical.choice, Quot.sound]
'BandEdgeVanHove.mean_density_diverges' depends on axioms: [propext, Classical.choice, Quot.sound]
'BandEdgeVanHove.tight_binding_upper' depends on axioms: [propext, Classical.choice, Quot.sound]
```

## The lemmas and the steps they carry out

`contDiff_slope` and `periodic_deriv` supply the smoothness and periodicity of derivatives. In `band_le_parabola`, `hmono` is the monotonicity of g', and `exists_hasDerivAt_eq_slope` is the mean value theorem, used once on each side of k₀; its intermediate point ξ is called `c` there. The closing `nlinarith` calls are given the fact that the product g'(ξ)(k − k₀) is nonnegative.

`two_mul_le_stateLength` derives M ≥ 0 as `hM0`, centres the cell at k₀, and compares lengths through the inclusion `hsub`. `band_edge` bounds E'' on the compact interval [0, 2π], extends the bound by periodicity, and takes `max C 1` as M. `mean_density_diverges` compares with c/√d, and `tight_binding_upper` obtains the sine inequality from `Real.mul_le_sin`.

## Shifting the cell with a periodic integral

The minimum may sit near the end of [0, 2π], where the interval around k₀ would be cut in two. `length_in_cell` avoids this case distinction by writing the length as an integral of the indicator function, which is 1 where E(k) ≤ ε and 0 elsewhere. This function inherits the period of E, and Mathlib's `Function.Periodic.intervalIntegral_add_eq` says that the integral of a periodic function over one period does not depend on the starting point. In the file it appears as `hper.intervalIntegral_add_eq a 0`, which moves the starting point of the cell from `a` to 0; this `a` is an arbitrary real number, not the lattice constant. Interval integrals use half-open intervals, while `stateLength` uses a closed one; `Ioc_ae_eq_Icc` records that the extra endpoint has length zero.
